# Lamb dip and crossover resonance for Lorentzian lines in a flat velocity distribution

Write L_g(x) = g²/(x² + g²) for a line of unit height and half-width g. For g, h > 0 and all real a, b,

∫ L_g(a−x) L_h(b+x) dx = π g h/(g+h) · L_{g+h}(a+b).

For a probe line of width g and two holes of width h and depth s, centred at the Doppler shifts D and −D, the absorption at detuning D is therefore

π g [1 − s h/(g+h) · (1 + L_{g+h}(2D))].

If s > 0, this has its strict minimum at D = 0. With a = w−w1 and b = w−w2, the overlap has its strict maximum at w = (w1+w2)/2. For h = g the two formulas become (πg/2) L_g((a+b)/2) and πg[1 − (s/2)(1 + L_g(D))]. In saturation spectroscopy they give the shape of the Doppler-free features, within a model of additive holes and a flat velocity distribution.

## Every Doppler shift has equal weight

The variable x is an atom's Doppler shift, in the same frequency units as g, h and D. Equal weight means that the thermal distribution is much broader than the line widths, detunings and splittings considered. This assumption sits in the definitions: the integrals run over all real x with no weight function.

```lean
import Mathlib

open MeasureTheory Filter Topology Real

namespace SaturationSpectroscopy

noncomputable section

/-- Lorentzian line of half-width `g` and unit height, for `g > 0`. -/
def lorentzian (g x : ℝ) : ℝ := g ^ 2 / (x ^ 2 + g ^ 2)

/-- Probe absorption at detuning `D`, summed over Doppler shifts `x` with equal weight. The probe
line has width `g > 0`; a standing wave burns two holes of width `h > 0` and depth `s`. -/
def lambSignal (g h s D : ℝ) : ℝ :=
  ∫ x, lorentzian g (D - x) * (1 - s * (lorentzian h (D - x) + lorentzian h (D + x)))

/-- Overlap, summed over Doppler shifts `x`, of two counter-propagating beams of frequency `w`
that drive transitions at `w1` and `w2` with widths `g > 0` and `h > 0`. -/
def crossoverSignal (g h w1 w2 w : ℝ) : ℝ :=
  ∫ x, lorentzian g (w - w1 - x) * lorentzian h (w - w2 + x)
```

In `lambSignal`, the factor multiplying the probe line is the normalised population difference, with holes at x = D and x = −D. Adding the holes where they overlap, near D = 0, is justified for weak saturation, s ≪ 1. `crossoverSignal` is a bare overlap for one assignment of the beams to two transitions, which typically share a level; it contains no line strengths and no separate dips at w1 and w2. It is not itself an absorption: when the shared level is the lower one, a larger overlap means less probe absorption.

By hand, equal weight allows the substitution y = a−x without changing the measure. The proof does this with `integral_sub_left_eq_self`.

A Gaussian weight would be the other natural model. The linear absorption would become a Voigt profile that falls to zero in the wings, so for s < 1/2 the dip would not be a global minimum. With g ≠ h and w1 ≠ w2, the crossover would in general lose its symmetry about the midpoint.

## The probe line has positive width: g > 0

The width g stands for the homogeneous broadening of the probed transition, including collisions. By hand it enters through x = g t:

∫ L_g(x) dx = g ∫ dt/(1+t²) = π g.

The lemmas below rewrite the line as 1/(1+(x/g)²) and use the same scaling. They also give the peak value 1 and the strict bound L_g(x) < 1 for x ≠ 0.

```lean
lemma one_add_div_sq {g : ℝ} (hg : 0 < g) (x : ℝ) :
    1 + (x / g) ^ 2 = (x ^ 2 + g ^ 2) / g ^ 2 := by
  rw [div_pow, add_div, div_self (pow_ne_zero 2 hg.ne'), add_comm]

lemma lorentzian_eq {g : ℝ} (hg : 0 < g) (x : ℝ) :
    lorentzian g x = (1 + (x / g) ^ 2)⁻¹ := by
  rw [one_add_div_sq hg, inv_div, lorentzian]

/-- Off resonance a Lorentzian of positive width lies strictly below its peak value one. -/
theorem lorentzian_lt_one {g x : ℝ} (hg : 0 < g) (hx : x ≠ 0) : lorentzian g x < 1 := by
  have h : 0 < x ^ 2 := by positivity
  rw [lorentzian, div_lt_one (by positivity)]
  linarith

lemma lorentzian_zero {g : ℝ} (hg : 0 < g) : lorentzian g 0 = 1 := by
  simp [lorentzian, hg.ne']

lemma integrable_lorentzian {g : ℝ} (hg : 0 < g) : Integrable (fun x => lorentzian g x) := by
  simp_rw [lorentzian_eq hg]
  exact integrable_inv_one_add_sq.comp_div hg.ne'

/-- The area under a Lorentzian of unit height and half-width `g > 0` is `π g`. -/
theorem integral_lorentzian {g : ℝ} (hg : 0 < g) : ∫ x, lorentzian g x = π * g := by
  have h := Measure.integral_comp_div (fun x : ℝ => (1 + x ^ 2)⁻¹) g
  simp only [integral_univ_inv_one_add_sq, abs_of_pos hg, smul_eq_mul] at h
  simp_rw [lorentzian_eq hg]
  rw [h, mul_comm]

lemma continuous_lorentzian {g : ℝ} (hg : 0 < g) : Continuous (fun x => lorentzian g x) := by
  show Continuous (fun x : ℝ => g ^ 2 / (x ^ 2 + g ^ 2))
  exact Continuous.div (by fun_prop) (by fun_prop) (fun x => by positivity)
```

For g < 0 the line is unchanged, because only g² enters, but its area is π|g| and the formula has the wrong sign. For g = 0, Lean's convention 0/0 = 0 makes even the peak vanish.

## The second line has positive width: h > 0

Here h is the width of the burnt holes, or of the second transition in the crossover. It is a given number; its dependence on laser power is not derived. Since 0 ≤ L_h ≤ 1, the product of two lines is dominated by L_g and is integrable.

```lean
lemma integrable_product {g h : ℝ} (hg : 0 < g) (hh : 0 < h) (c : ℝ) :
    Integrable (fun y => lorentzian g y * lorentzian h (y - c)) := by
  refine (integrable_lorentzian hg).mono' ((continuous_lorentzian hg).mul
    ((continuous_lorentzian hh).comp (continuous_id.sub continuous_const))).aestronglyMeasurable
    (ae_of_all _ fun y => ?_)
  have h1 : 0 ≤ lorentzian g y := by unfold lorentzian; positivity
  have h2 : 0 ≤ lorentzian h (y - c) := by unfold lorentzian; positivity
  have h3 : lorentzian h (y - c) ≤ 1 := by
    rw [lorentzian, div_le_one (by positivity)]
    linarith [sq_nonneg (y - c)]
  rw [Real.norm_of_nonneg (mul_nonneg h1 h2)]
  exact mul_le_of_le_one_right h1 h3
```

Put c = a+b. Since L_h is even, y = a−x turns the overlap into ∫ L_g(y) L_h(y−c) dy. Let

P = y² + g², Q = (y−c)² + h²,
S = c² + (g+h)², M = c² + (g−h)².

Partial fractions give

S M/(P Q) = (2cy + c² + h² − g²)/P + (−2c(y−c) + c² + g² − h²)/Q.

For M ≠ 0, multiplying by g²h²/(S M) and integrating gives the antiderivative

[g h²(c²+h²−g²) arctan(y/g) + g² h(c²+g²−h²) arctan((y−c)/h) + c g² h² ln(P/Q)]/(S M).

From −∞ to ∞ each arctangent grows by π, and ln(P/Q) tends to 0 at both ends. The integral is

π g h [h(c²+h²−g²) + g(c²+g²−h²)]/(S M) = π g h (g+h) M/(S M) = π g h (g+h)/S,

which is π g h/(g+h) · L_{g+h}(c).

If M = 0, then c = 0 and g = h. The antiderivative is now (g/2)[g y/(y²+g²) + arctan(y/g)], and the integral is πg/2, as the same formula gives.

The limit lemmas for the logarithms and for y/(y²+g²) set u = 1/y and use continuity at u = 0, which treats both infinities together; the arctangent has different limits at the two ends, and each has its own lemma. `integral_product` splits on M = 0, checks each derivative with `field_simp` and `ring`, and evaluates the limits.

```lean
lemma tendsto_log_sub {g h : ℝ} (c : ℝ) (hg : 0 < g) (hh : 0 < h) {l : Filter ℝ}
    (hl : Tendsto (fun y : ℝ => y⁻¹) l (𝓝 0)) (hne : ∀ᶠ y in l, y ≠ 0) :
    Tendsto (fun y => log (y ^ 2 + g ^ 2) - log ((y - c) ^ 2 + h ^ 2)) l (𝓝 0) := by
  -- in the variable u = 1/y the difference is continuous at u = 0
  have hc : Tendsto (fun u : ℝ => log (1 + g ^ 2 * u ^ 2)
      - log ((1 - c * u) ^ 2 + h ^ 2 * u ^ 2)) (𝓝 0) (𝓝 0) := by
    have h0 : ContinuousAt (fun u : ℝ => log (1 + g ^ 2 * u ^ 2)
        - log ((1 - c * u) ^ 2 + h ^ 2 * u ^ 2)) 0 :=
      ContinuousAt.sub (ContinuousAt.log (by fun_prop) (by simp))
        (ContinuousAt.log (by fun_prop) (by simp))
    simpa using h0.tendsto
  refine (hc.comp hl).congr' ?_
  filter_upwards [hne] with y hy
  obtain ⟨u, hu⟩ : ∃ u, u = y⁻¹ := ⟨_, rfl⟩
  have hyu : y * u = 1 := by rw [hu]; exact mul_inv_cancel₀ hy
  have hu0 : u ≠ 0 := by rw [hu]; exact inv_ne_zero hy
  have e1 : y ^ 2 + g ^ 2 = y ^ 2 * (1 + g ^ 2 * u ^ 2) := by
    linear_combination (-g ^ 2 * (y * u + 1)) * hyu
  have e2 : (y - c) ^ 2 + h ^ 2 = y ^ 2 * ((1 - c * u) ^ 2 + h ^ 2 * u ^ 2) := by
    linear_combination (c * (2 * y - c - c * (y * u)) - h ^ 2 * (1 + y * u)) * hyu
  have n1 : y ^ 2 ≠ 0 := by positivity
  have n2 : 1 + g ^ 2 * u ^ 2 ≠ 0 := by positivity
  have n3 : (1 - c * u) ^ 2 + h ^ 2 * u ^ 2 ≠ 0 := by positivity
  show log (1 + g ^ 2 * y⁻¹ ^ 2) - log ((1 - c * y⁻¹) ^ 2 + h ^ 2 * y⁻¹ ^ 2) = _
  rw [← hu, e1, e2, Real.log_mul n1 n2, Real.log_mul n1 n3]
  ring

lemma tendsto_dispersion {g : ℝ} (hg : 0 < g) {l : Filter ℝ}
    (hl : Tendsto (fun y : ℝ => y⁻¹) l (𝓝 0)) (hne : ∀ᶠ y in l, y ≠ 0) :
    Tendsto (fun y => y / (y ^ 2 + g ^ 2)) l (𝓝 0) := by
  have hc : Tendsto (fun u : ℝ => u / (1 + g ^ 2 * u ^ 2)) (𝓝 0) (𝓝 0) := by
    have h0 : ContinuousAt (fun u : ℝ => u / (1 + g ^ 2 * u ^ 2)) 0 :=
      ContinuousAt.div (by fun_prop) (by fun_prop) (by simp)
    simpa using h0.tendsto
  refine (hc.comp hl).congr' ?_
  filter_upwards [hne] with y hy
  have hyu : y * y⁻¹ = 1 := mul_inv_cancel₀ hy
  show y⁻¹ / (1 + g ^ 2 * y⁻¹ ^ 2) = _
  generalize y⁻¹ = u at hyu
  rw [div_eq_div_iff (by positivity) (by positivity)]
  linear_combination (y - g ^ 2 * u) * hyu

lemma arctan_top {h : ℝ} (hh : 0 < h) (c : ℝ) :
    Tendsto (fun y => arctan ((y - c) / h)) atTop (𝓝 (π / 2)) := by
  refine (tendsto_arctan_atTop.mono_right nhdsWithin_le_nhds).comp
    (Tendsto.atTop_div_const hh ?_)
  simp only [sub_eq_add_neg]
  exact tendsto_atTop_add_const_right atTop (-c) tendsto_id

lemma arctan_bot {h : ℝ} (hh : 0 < h) (c : ℝ) :
    Tendsto (fun y => arctan ((y - c) / h)) atBot (𝓝 (-(π / 2))) := by
  refine (tendsto_arctan_atBot.mono_right nhdsWithin_le_nhds).comp
    (Tendsto.atBot_div_const hh ?_)
  simp only [sub_eq_add_neg]
  exact tendsto_atBot_add_const_right atBot (-c) tendsto_id

lemma deriv_arctan {h : ℝ} (hh : 0 < h) (c y : ℝ) :
    HasDerivAt (fun y => arctan ((y - c) / h)) (h / ((y - c) ^ 2 + h ^ 2)) y := by
  refine (((hasDerivAt_id' y).sub_const c).div_const h).arctan.congr_deriv ?_
  rw [one_add_div_sq hh, one_div_div]
  field_simp

lemma deriv_sq (h c y : ℝ) :
    HasDerivAt (fun y => (y - c) ^ 2 + h ^ 2) (2 * (y - c)) y :=
  ((((hasDerivAt_id' y).sub_const c).fun_pow 2).add_const (h ^ 2)).congr_deriv (by simp)

lemma integral_product {g h : ℝ} (hg : 0 < g) (hh : 0 < h) (c : ℝ) :
    ∫ y, lorentzian g y * lorentzian h (y - c)
      = π * g * h / (g + h) * lorentzian (g + h) c := by
  have hi := integrable_product hg hh c
  have aT := arctan_top hg 0
  have aB := arctan_bot hg 0
  have dA := deriv_arctan hg 0
  have dP := deriv_sq g 0
  simp only [sub_zero] at aT aB dA dP
  by_cases hM : c ^ 2 + (g - h) ^ 2 = 0
  · -- coinciding lines of equal width
    have hc : c = 0 := pow_eq_zero_iff two_ne_zero |>.1
      (by linarith [sq_nonneg c, sq_nonneg (g - h)])
    have hgh : g - h = 0 := pow_eq_zero_iff two_ne_zero |>.1
      (by linarith [sq_nonneg c, sq_nonneg (g - h)])
    obtain rfl : h = g := by linarith
    subst hc
    have hd : ∀ y, HasDerivAt (fun y => h / 2 * (h * (y / (y ^ 2 + h ^ 2)) + arctan (y / h)))
        (lorentzian h y * lorentzian h (y - 0)) y := fun y => by
      have hP : y ^ 2 + h ^ 2 ≠ 0 := by positivity
      refine (((((hasDerivAt_id' y).fun_div (dP y) hP).const_mul h).fun_add
        (dA y)).const_mul (h / 2)).congr_deriv ?_
      simp only [lorentzian, sub_zero]
      field_simp
      ring
    refine (integral_of_hasDerivAt_of_tendsto hd hi
      ((((tendsto_dispersion hg tendsto_inv_atBot_zero (eventually_ne_atBot 0)).const_mul
        h).add aB).const_mul (h / 2))
      ((((tendsto_dispersion hg tendsto_inv_atTop_zero (eventually_ne_atTop 0)).const_mul
        h).add aT).const_mul (h / 2))).trans ?_
    rw [lorentzian_zero (by positivity)]
    field_simp
    ring
  · -- partial fractions: two arctangents and a difference of logarithms
    have hS : c ^ 2 + (g + h) ^ 2 ≠ 0 := by positivity
    have hd : ∀ y, HasDerivAt (fun y => ((c ^ 2 + h ^ 2 - g ^ 2) * h ^ 2 * g * arctan (y / g)
        + (c ^ 2 + g ^ 2 - h ^ 2) * g ^ 2 * h * arctan ((y - c) / h)
        + c * g ^ 2 * h ^ 2 * (log (y ^ 2 + g ^ 2) - log ((y - c) ^ 2 + h ^ 2)))
        / ((c ^ 2 + (g + h) ^ 2) * (c ^ 2 + (g - h) ^ 2)))
        (lorentzian g y * lorentzian h (y - c)) y := fun y => by
      have hP : y ^ 2 + g ^ 2 ≠ 0 := by positivity
      have hQ : (y - c) ^ 2 + h ^ 2 ≠ 0 := by positivity
      refine (((((dA y).const_mul _).fun_add ((deriv_arctan hh c y).const_mul _)).fun_add
        ((((dP y).log hP).fun_sub ((deriv_sq h c y).log hQ)).const_mul _)).div_const
        _).congr_deriv ?_
      rw [div_eq_iff (mul_ne_zero hS hM)]
      simp only [lorentzian]
      field_simp
      ring
    refine (integral_of_hasDerivAt_of_tendsto hd hi
      ((((aB.const_mul _).add ((arctan_bot hh c).const_mul _)).add ((tendsto_log_sub c hg hh
        tendsto_inv_atBot_zero (eventually_ne_atBot 0)).const_mul _)).div_const _)
      ((((aT.const_mul _).add ((arctan_top hh c).const_mul _)).add ((tendsto_log_sub c hg hh
        tendsto_inv_atTop_zero (eventually_ne_atTop 0)).const_mul _)).div_const _)).trans ?_
    simp only [lorentzian]
    field_simp
    ring
```

The substitution now gives the overlap theorem, and L_{2g}(2x) = L_g(x) gives its equal-width form.

```lean
lemma product_shift (g h a b x : ℝ) : lorentzian g (a - x) * lorentzian h (b + x)
    = lorentzian g (a - x) * lorentzian h (a - x - (a + b)) := by
  have e : (a - x - (a + b)) ^ 2 = (b + x) ^ 2 := by ring
  simp only [lorentzian, e]

lemma integrable_overlap {g h : ℝ} (hg : 0 < g) (hh : 0 < h) (a b : ℝ) :
    Integrable (fun x => lorentzian g (a - x) * lorentzian h (b + x)) := by
  simp_rw [product_shift]
  exact (integrable_product hg hh (a + b)).comp_sub_left a

/-- The overlap of two Lorentzians of widths `g, h > 0`, Doppler shifted in opposite directions,
is a Lorentzian of width `g + h` in the sum of the detunings. -/
theorem integral_overlap {g h : ℝ} (hg : 0 < g) (hh : 0 < h) (a b : ℝ) :
    ∫ x, lorentzian g (a - x) * lorentzian h (b + x)
      = π * g * h / (g + h) * lorentzian (g + h) (a + b) := by
  simp_rw [product_shift]
  exact (integral_sub_left_eq_self
    (fun y => lorentzian g y * lorentzian h (y - (a + b))) volume a).trans
    (integral_product hg hh (a + b))

lemma lorentzian_double {g : ℝ} (hg : 0 < g) (x : ℝ) :
    lorentzian (g + g) (2 * x) = lorentzian g x := by
  rw [lorentzian, lorentzian, div_eq_div_iff (by positivity) (by positivity)]
  ring

/-- For equal widths `g > 0` the overlap is a Lorentzian of the same width `g` in the mean
detuning. -/
theorem integral_overlap_equal_width {g : ℝ} (hg : 0 < g) (a b : ℝ) :
    ∫ x, lorentzian g (a - x) * lorentzian g (b + x)
      = π * g / 2 * lorentzian g ((a + b) / 2) := by
  rw [integral_overlap hg hg, ← lorentzian_double hg ((a + b) / 2),
    mul_div_cancel₀ (a + b) (two_ne_zero' ℝ)]
  congr 1
  field_simp
  ring
```

For the Lamb signal, expand the product. The probe line alone contributes πg. The hole at x = D is an overlap with a = D, b = −D, and the hole at x = −D is one with a = b = D:

πg − s · π g h/(g+h) · [L_{g+h}(0) + L_{g+h}(2D)].

Since L_{g+h}(0) = 1, this is the stated formula. In Lean, `e` is the expansion, and `i1`, `i2`, `i3` allow the integral to be split.

```lean
/-- Lamb-dip formula for a probe line of width `g > 0` and holes of width `h > 0`: the absorption is
`π g` minus `s π g h / (g + h)` times the sum of one and a unit-height Lorentzian of width `g + h`
in `2 D`. -/
theorem lambSignal_eq {g h : ℝ} (hg : 0 < g) (hh : 0 < h) (s D : ℝ) :
    lambSignal g h s D
      = π * g * (1 - s * (h / (g + h)) * (1 + lorentzian (g + h) (2 * D))) := by
  have e : ∀ x, lorentzian g (D - x) * (1 - s * (lorentzian h (D - x) + lorentzian h (D + x)))
      = lorentzian g (D - x) - (s * (lorentzian g (D - x) * lorentzian h (-D + x))
        + s * (lorentzian g (D - x) * lorentzian h (D + x))) := fun x => by
    have e1 : lorentzian h (-D + x) = lorentzian h (D - x) := by
      have e2 : (-D + x) ^ 2 = (D - x) ^ 2 := by ring
      simp only [lorentzian, e2]
    rw [e1]
    ring
  have i1 := (integrable_overlap hg hh D (-D)).const_mul s
  have i2 := (integrable_overlap hg hh D D).const_mul s
  have i3 : Integrable (fun x => s * (lorentzian g (D - x) * lorentzian h (-D + x))
      + s * (lorentzian g (D - x) * lorentzian h (D + x))) := i1.add i2
  have i0 : ∫ x, lorentzian g (D - x) = π * g :=
    (integral_sub_left_eq_self (fun y => lorentzian g y) volume D).trans (integral_lorentzian hg)
  unfold lambSignal
  simp_rw [e]
  rw [integral_sub ((integrable_lorentzian hg).comp_sub_left D) i3,
    integral_add i1 i2, integral_const_mul, integral_const_mul, i0,
    integral_overlap hg hh, integral_overlap hg hh, add_neg_cancel,
    lorentzian_zero (by positivity), ← two_mul D]
  ring

/-- Lamb-dip formula when the probe line and the holes have the same width `g > 0`. -/
theorem lambSignal_equal_width {g : ℝ} (hg : 0 < g) (s D : ℝ) :
    lambSignal g g s D = π * g * (1 - s / 2 * (1 + lorentzian g D)) := by
  have e : g / (g + g) = 1 / 2 := by
    rw [div_eq_div_iff (by positivity) two_ne_zero]
    ring
  rw [lambSignal_eq hg hg, lorentzian_double hg, e]
  ring
```

As h → 0 the holes lose their area, and both the dip and the crossover disappear.

In a fit, the dip is a Lorentzian in D of half-width (g+h)/2, so its width alone cannot separate g from h. In a code that sums over a velocity grid with equal weights, cutting the range at |x| = X lowers the linear absorption πg by about 2g²/X for large X, while the overlap converges faster because its tail falls as 1/x⁴.

## The holes are real depletion: s > 0

Positive s means that the pump reduces the population difference; s ≤ 1/2 keeps that difference non-negative everywhere. The absorption formula holds for every real s, and the sign matters only for the minimum. For D ≠ 0, L_{g+h}(2D) < 1, so less is subtracted than at the centre. `gcongr` reduces the comparison to this inequality.

```lean
/-- For positive widths and hole depth `s > 0`, the absorption at line centre is strictly smaller
than at any other detuning. -/
theorem lamb_dip {g h s D : ℝ} (hg : 0 < g) (hh : 0 < h) (hs : 0 < s) (hD : D ≠ 0) :
    lambSignal g h s 0 < lambSignal g h s D := by
  have hL : lorentzian (g + h) (2 * D) < 1 :=
    lorentzian_lt_one (by positivity) (mul_ne_zero two_ne_zero hD)
  rw [lambSignal_eq hg hh, lambSignal_eq hg hh, mul_zero, lorentzian_zero (by positivity)]
  gcongr
```

At s = 0 the signal is constant, and for s < 0 the dip becomes a peak.

## The comparison frequency is off centre: D ≠ 0, w ≠ (w1+w2)/2

These conditions make the inequalities strict; at the excluded points both sides are equal. For the crossover,

a + b = 2[w − (w1+w2)/2],

which vanishes only at the midpoint. There one velocity class, x = (w2−w1)/2, is resonant with both beams. The proof names the two cases `hne` and `hmid` and applies the bound L_{g+h} < 1. The case w1 = w2 is allowed.

```lean
/-- For positive widths, the crossover signal of transitions at `w1` and `w2` is strictly larger
at the midpoint `(w1 + w2) / 2` than at any other frequency. -/
theorem crossover_peak {g h w1 w2 w : ℝ} (hg : 0 < g) (hh : 0 < h) (hw : w ≠ (w1 + w2) / 2) :
    crossoverSignal g h w1 w2 w < crossoverSignal g h w1 w2 ((w1 + w2) / 2) := by
  have hne : w - w1 + (w - w2) ≠ 0 := fun h0 => hw (by linarith)
  have hmid : (w1 + w2) / 2 - w1 + ((w1 + w2) / 2 - w2) = 0 := by ring
  unfold crossoverSignal
  rw [integral_overlap hg hh, integral_overlap hg hh, hmid, lorentzian_zero (by positivity)]
  exact mul_lt_mul_of_pos_left (lorentzian_lt_one (by positivity) hne) (by positivity)

end

end SaturationSpectroscopy
```

```lean
#print axioms SaturationSpectroscopy.lambSignal_eq
#print axioms SaturationSpectroscopy.lambSignal_equal_width
#print axioms SaturationSpectroscopy.lamb_dip
#print axioms SaturationSpectroscopy.crossover_peak
```

```
'SaturationSpectroscopy.lambSignal_eq' depends on axioms: [propext, Classical.choice, Quot.sound]
'SaturationSpectroscopy.lambSignal_equal_width' depends on axioms: [propext, Classical.choice, Quot.sound]
'SaturationSpectroscopy.lamb_dip' depends on axioms: [propext, Classical.choice, Quot.sound]
'SaturationSpectroscopy.crossover_peak' depends on axioms: [propext, Classical.choice, Quot.sound]
```
